# A 2p–p Mie well is lower than the Morse well of equal depth, position and curvature outside the minimum and higher inside

Two atoms attract each other with a well depth D, sit at an equilibrium distance r0, and vibrate about it with a known force constant. These three numbers do not determine the energy of the pair at other finite distances. For that one chooses a functional form, and two common choices are an inverse-power well of Mie type and an exponential well of Morse type. Both can be fitted to the same depth, position and force constant. The question is which of them then gives the lower energy at a distance r away from the minimum.

For Mie wells whose repulsive exponent is twice the attractive one, the answer has a definite sign at every distance: the Mie well is lower for all r > r0 and higher for all r with 0 < r < r0.

```lean
import Mathlib

open Filter Topology

namespace MorseVersusMie

noncomputable section
```

## The two wells

Measure energy from the bottom of the well, so that the minimum has energy 0 and the separated atoms have energy D. The Mie well is

V_Mie(r) = D (1 − (r0/r)^p)² = D (r0/r)^(2p) − 2D (r0/r)^p + D.

The exponent p sets how steep the well is. For p = 6 this is the 12–6 Lennard-Jones potential with its zero of energy moved to the minimum. The name "Mie potential" usually allows two independent exponents; here it means this family with ratio 2. In Lean all arguments of `mie` are real numbers, so p need not be an integer.

```lean
/-- The Mie well `D (1 - (r0/r)^p)^2` with real exponent `p`, for distances `r > 0`. -/
def mie (D r0 p r : ℝ) : ℝ := D * (1 - (r0 / r) ^ p) ^ 2
```

The Morse well has the same depth and minimum, with an exponential in place of the power:

V_Morse(r) = D (1 − exp(−a (r − r0)))².

The parameter a is an inverse length, and 1/a is the range over which the attraction decays. It is free for now and will be fixed by the force constant.

```lean
/-- The Morse well `D (1 - exp(-a (r - r0)))^2` with range parameter `a`. -/
def morse (D r0 a r : ℝ) : ℝ := D * (1 - Real.exp (-a * (r - r0))) ^ 2
```

## Curvature at the minimum

Both wells have the form V(r) = D (1 − w(r))² with w(r0) = 1. Differentiating twice gives

V′(r) = −2D (1 − w(r)) w′(r),

V″(r) = 2D w′(r)² − 2D (1 − w(r)) w″(r).

At r0 the factor 1 − w(r0) vanishes, and the second term goes with it:

V″(r0) = 2D w′(r0)².

In `well_curvature` the function `g` is w′ and the number `c` is w″(r0). The hypothesis `hw` says that w has derivative g at every point near r0, and `hg` says that g is differentiable at r0. The curvature is written as `deriv (deriv ...)` evaluated at r0.

The proof writes the square as a product so that the product rule applies. It obtains the formula for V′ near r0 as `h1`, and uses the fact that functions which agree near r0 have the same derivative there. A second use of the product rule, `h3`, gives V″(r0), and inserting `h0` removes the term with `c`.

```lean
/-- A well `D (1 - w(r))^2` with `w(r0) = 1` has curvature `2 D w'(r0)^2` at `r0`, if `w` is
differentiable near `r0` and its derivative `g` is differentiable at `r0`. -/
theorem well_curvature {D r0 c : ℝ} {w g : ℝ → ℝ}
    (hw : ∀ᶠ r in 𝓝 r0, HasDerivAt w (g r) r) (hg : HasDerivAt g c r0) (h0 : w r0 = 1) :
    deriv (deriv fun r => D * (1 - w r) ^ 2) r0 = 2 * D * g r0 ^ 2 := by
  have e : (fun r => D * (1 - w r) ^ 2) = fun r => D * ((1 - w r) * (1 - w r)) := by
    funext r
    ring
  rw [e]
  -- the slope of the well near the minimum
  have h1 : deriv (fun r => D * ((1 - w r) * (1 - w r))) =ᶠ[𝓝 r0]
      fun r => -(2 * D) * ((1 - w r) * g r) := by
    filter_upwards [hw] with r hr
    have k := hr.const_sub 1
    have h2 : deriv (fun r => D * ((1 - w r) * (1 - w r))) r
        = -(2 * D) * ((1 - w r) * g r) :=
      ((k.fun_mul k).const_mul D).deriv.trans (by ring)
    exact h2
  rw [h1.deriv_eq]
  -- at the minimum the term with the derivative of `g` drops out
  have h3 := ((hw.self_of_nhds.const_sub 1).fun_mul hg).const_mul (-(2 * D))
  exact h3.deriv.trans (by rw [h0]; ring)
```

For the Morse well w(r) = exp(−a (r − r0)), so w′(r) = −a w(r) and w′(r0) = −a. Hence

V_Morse″(r0) = 2D a².

The proof supplies this derivative as `hw`, applies the general formula, and evaluates the exponential at r0.

```lean
/-- The second derivative of the Morse well at `r0` is `2 D a^2`. -/
theorem morse_curvature (D r0 a : ℝ) :
    deriv (deriv (morse D r0 a)) r0 = 2 * D * a ^ 2 := by
  have hw : ∀ r : ℝ, HasDerivAt (fun x => Real.exp (-a * (x - r0)))
      (-a * Real.exp (-a * (r - r0))) r := fun r =>
    ((((hasDerivAt_id' r).sub_const r0).const_mul (-a)).exp).congr_deriv (by ring)
  have h := well_curvature (D := D) (Eventually.of_forall hw) ((hw r0).const_mul (-a))
    (by simp)
  calc deriv (deriv (morse D r0 a)) r0
      = 2 * D * (-a * Real.exp (-a * (r0 - r0))) ^ 2 := h
    _ = 2 * D * a ^ 2 := by
      rw [sub_self, mul_zero, Real.exp_zero]
      ring
```

For the Mie well w(r) = (r0/r)^p. The chain rule gives

w′(r) = p (r0/r)^(p−1) · (−r0/r²) = −(p/r) (r0/r)^p,

so w′(r0) = −p/r0 and

V_Mie″(r0) = 2D (p/r0)².

This derivative is available for r > 0. That is enough, because r0 > 0 and only distances near r0 enter the curvature. The rewriting with `Real.rpow_sub_one` is the step from the power p − 1 back to the power p.

```lean
/-- For `r0 > 0` the second derivative of the Mie well at `r0` is `2 D (p/r0)^2`. -/
theorem mie_curvature (D p : ℝ) {r0 : ℝ} (h0 : 0 < r0) :
    deriv (deriv (mie D r0 p)) r0 = 2 * D * (p / r0) ^ 2 := by
  have hw : ∀ r : ℝ, 0 < r → HasDerivAt (fun x => (r0 / x) ^ p)
      (-p * ((r0 / r) ^ p / r)) r := by
    intro r hr
    have hq : r0 / r ≠ 0 := (div_pos h0 hr).ne'
    have h := ((hasDerivAt_const r r0).fun_div (hasDerivAt_id' r) hr.ne').rpow_const
      (p := p) (Or.inl hq)
    refine h.congr_deriv ?_
    rw [Real.rpow_sub_one hq]
    generalize (r0 / r) ^ p = w
    simp only [zero_mul, zero_sub, mul_one]
    field_simp
  have h := well_curvature (D := D) ((eventually_gt_nhds h0).mono hw)
    (((hw r0 h0).fun_div (hasDerivAt_id' r0) h0.ne').const_mul (-p))
    (by simp [div_self h0.ne'])
  calc deriv (deriv (mie D r0 p)) r0
      = 2 * D * (-p * ((r0 / r0) ^ p / r0)) ^ 2 := h
    _ = 2 * D * (p / r0) ^ 2 := by
      rw [div_self h0.ne', Real.one_rpow]
      ring
```

## The matching Morse parameter

Equal curvatures mean 2D a² = 2D (p/r0)². Since D > 0, this gives a² = (p/r0)², and since a and p/r0 are both positive,

a = p/r0.

Physically, the condition says that the two wells have the same harmonic force constant, and therefore the same harmonic frequency for a given reduced mass. The theorem `curvature_eq_iff` states the equivalence in both directions. Positivity of a selects the root, since a = −p/r0 would give the same curvature.

```lean
/-- For positive `D`, `r0`, `p` and `a`, the Morse and Mie wells have the same curvature at `r0`
exactly when `a = p/r0`. -/
theorem curvature_eq_iff {D r0 p a : ℝ} (hD : 0 < D) (h0 : 0 < r0) (hp : 0 < p) (ha : 0 < a) :
    deriv (deriv (morse D r0 a)) r0 = deriv (deriv (mie D r0 p)) r0 ↔ a = p / r0 := by
  rw [morse_curvature, mie_curvature D p h0]
  constructor
  · intro h
    have h2 : a ^ 2 = (p / r0) ^ 2 := mul_left_cancel₀ (by positivity : 2 * D ≠ 0) h
    exact (pow_left_inj₀ ha.le (div_pos hp h0).le two_ne_zero).1 h2
  · intro h
    rw [h]
```

## The Mie well as a Morse well on a logarithmic scale

With a = p/r0 the two wells are related exactly, at every distance. Let log be the natural logarithm and write

ρ = r0 + r0 log(r/r0)

for the logarithmic position that belongs to r. Then

exp(−(p/r0)(ρ − r0)) = exp(−p log(r/r0)) = (r0/r)^p,

and therefore

V_Mie(r) = V_Morse(ρ).

In `mie_eq_morse_log` the equality of the exponents is the statement `e`, obtained by splitting both logarithms into log r and log r0. The lemma `Real.rpow_def_of_pos` then turns the real power into an exponential. The theorem assumes r > 0 and r0 > 0, as befits distances, and puts no condition on D or p.

```lean
/-- For `r, r0 > 0` the Mie well at `r` equals the Morse well with `a = p/r0` at the logarithmic
position `r0 + r0 log(r/r0)`. -/
theorem mie_eq_morse_log (D p : ℝ) {r0 r : ℝ} (h0 : 0 < r0) (hr : 0 < r) :
    mie D r0 p r = morse D r0 (p / r0) (r0 + r0 * Real.log (r / r0)) := by
  have h : p / r0 * r0 = p := div_mul_cancel₀ p h0.ne'
  have e : -(p / r0) * (r0 + r0 * Real.log (r / r0) - r0) = Real.log (r0 / r) * p := by
    rw [Real.log_div h0.ne' hr.ne', Real.log_div hr.ne' h0.ne']
    linear_combination (-(Real.log r - Real.log r0)) * h
  unfold mie morse
  rw [e, Real.rpow_def_of_pos (div_pos h0 hr)]
```

## The Morse well falls to r0 and rises after it

To compare V_Morse(ρ) with V_Morse(r), it is enough to know how the Morse well varies on each side of its minimum. Take x < y and set u = exp(−a (x − r0)) and v = exp(−a (y − r0)). Since a > 0, u > v. The energies differ by

V_Morse(x) − V_Morse(y) = D ((1 − u)² − (1 − v)²) = D (u − v)(u + v − 2).

If x < y ≤ r0, then u > v ≥ 1, the last factor is positive, and the energy falls from x to y. If r0 ≤ x < y, then v < u ≤ 1, the last factor is negative, and the energy rises.

The Lean statement expresses this as `StrictAntiOn` on `Set.Iic r0`, the half-line r ≤ r0, and `StrictMonoOn` on `Set.Ici r0`, the half-line r ≥ r0. The inequality u > v is `hexp`. In each half, `nlinarith` is handed a product of two positive factors: (u − v)(u + v − 2) for the falling side and (u − v)(2 − u − v) for the rising side.

```lean
/-- For `D, a > 0` the Morse well falls strictly up to `r0` and rises strictly from `r0` on. -/
theorem morse_monotone {D a : ℝ} (r0 : ℝ) (hD : 0 < D) (ha : 0 < a) :
    StrictAntiOn (morse D r0 a) (Set.Iic r0) ∧ StrictMonoOn (morse D r0 a) (Set.Ici r0) := by
  have hexp : ∀ x y : ℝ, x < y →
      Real.exp (-a * (y - r0)) < Real.exp (-a * (x - r0)) := fun x y hxy =>
    Real.exp_lt_exp.2 (by nlinarith [mul_pos ha (sub_pos.2 hxy)])
  constructor
  · intro x _ y hy hxy
    have h1 := hexp x y hxy
    have h2 : 1 ≤ Real.exp (-a * (y - r0)) :=
      Real.one_le_exp (by nlinarith [mul_nonneg ha.le (sub_nonneg.2 (Set.mem_Iic.1 hy))])
    unfold morse
    refine mul_lt_mul_of_pos_left ?_ hD
    nlinarith [mul_pos (sub_pos.2 h1) (by linarith :
      0 < Real.exp (-a * (x - r0)) + Real.exp (-a * (y - r0)) - 2)]
  · intro x hx y _ hxy
    have h1 := hexp x y hxy
    have h2 : Real.exp (-a * (x - r0)) ≤ 1 :=
      Real.exp_le_one_iff.2 (by nlinarith [mul_nonneg ha.le (sub_nonneg.2 (Set.mem_Ici.1 hx))])
    unfold morse
    refine mul_lt_mul_of_pos_left ?_ hD
    nlinarith [mul_pos (sub_pos.2 h1) (by linarith :
      0 < 2 - Real.exp (-a * (x - r0)) - Real.exp (-a * (y - r0)))]
```

## The logarithmic position lies below r

For positive t ≠ 1 the logarithm lies strictly below its tangent at 1:

log t < t − 1.

With t = r/r0 and after multiplication by r0 > 0,

r0 log(r/r0) < r − r0, that is, ρ < r.

The shift is towards smaller distance on both sides of the minimum. The Lean proof follows these two lines, with `Real.log_lt_sub_one_of_pos` as the tangent inequality.

```lean
/-- For `r, r0 > 0` with `r ≠ r0`, the logarithmic position `r0 + r0 log(r/r0)` is smaller
than `r`. -/
theorem log_position_lt {r0 r : ℝ} (h0 : 0 < r0) (hr : 0 < r) (hne : r ≠ r0) :
    r0 + r0 * Real.log (r / r0) < r := by
  have h := Real.log_lt_sub_one_of_pos (div_pos hr h0)
    (fun h => hne ((div_eq_one_iff_eq h0.ne').1 h))
  have h2 := mul_lt_mul_of_pos_left h h0
  have e : r0 * (r / r0) = r := by field_simp
  rw [mul_sub, e] at h2
  linarith
```

## The comparison at every distance

Outside the minimum, r > r0 gives log(r/r0) > 0, so r0 < ρ < r. The Morse well rises there, and

V_Mie(r) = V_Morse(ρ) < V_Morse(r).

Inside the minimum, 0 < r < r0 gives ρ < r < r0. The Morse well falls there, and

V_Mie(r) = V_Morse(ρ) > V_Morse(r).

For r < r0/e the position ρ is negative. It is then no interatomic distance, but the Morse formula is defined and decreasing there as well, so the argument still applies.

The theorem `mie_versus_morse` assumes D, r0, p > 0 and joins three statements: equal second derivatives at r0, the strict inequality for every r > r0, and the reversed strict inequality for every r with 0 < r < r0. Every natural exponent n ≥ 1 is included as p = n. In the proof, `hmono` and `hanti` are the two halves of the monotonicity result, and each is applied to the pair ρ, r after the Mie energy has been rewritten as a Morse energy.

In a classical simulation with pair potentials, replacing a 12–6 Lennard-Jones term by the Morse term of equal depth, position and curvature therefore weakens the binding of an isolated pair at every distance beyond r0 and lowers the energy needed to compress it. How well either form describes the energy curve of a real pair is a separate question, which can be tested against experiment or an electronic-structure calculation.

```lean
/-- For `D, r0, p > 0` the Mie well and the Morse well with `a = p/r0` have equal second
derivatives at `r0`; the Mie well is lower for `r > r0` and higher for `0 < r < r0`. -/
theorem mie_versus_morse {D r0 p : ℝ} (hD : 0 < D) (h0 : 0 < r0) (hp : 0 < p) :
    deriv (deriv (mie D r0 p)) r0 = deriv (deriv (morse D r0 (p / r0))) r0 ∧
    (∀ r, r0 < r → mie D r0 p r < morse D r0 (p / r0) r) ∧
    (∀ r, 0 < r → r < r0 → morse D r0 (p / r0) r < mie D r0 p r) := by
  obtain ⟨hanti, hmono⟩ := morse_monotone r0 hD (div_pos hp h0)
  refine ⟨by rw [mie_curvature D p h0, morse_curvature], ?_, ?_⟩
  · intro r h
    have hr : 0 < r := h0.trans h
    -- the logarithmic position lies between `r0` and `r`
    have hl := mul_pos h0 (Real.log_pos ((one_lt_div h0).2 h))
    rw [mie_eq_morse_log D p h0 hr]
    exact hmono (Set.mem_Ici.2 (by linarith)) (Set.mem_Ici.2 h.le)
      (log_position_lt h0 hr h.ne')
  · intro r hr h
    -- the logarithmic position lies further up the repulsive wall
    have hl := log_position_lt h0 hr h.ne
    rw [mie_eq_morse_log D p h0 hr]
    exact hanti (Set.mem_Iic.2 (by linarith)) (Set.mem_Iic.2 h.le) hl
```

## Turning points at equal energy

The same relation can be read horizontally. In classical motion without angular momentum, a turning point is a distance at which the potential equals the total energy. Let r be a turning point in the Mie well and s one in the matched Morse well, at the same energy and strictly on the same side of r0. Then

V_Morse(s) = V_Mie(r) = V_Morse(ρ).

The position ρ lies on the same side of r0 as r, and so on the same side as s. On one side of its minimum the Morse well takes each energy at most once, so

s = ρ = r0 + r0 log(r/r0), and hence s < r.

Both the inner and the outer turning point thus lie at smaller distance in the Morse well than in the Mie well.

In `turning_points` the hypothesis `hside` lists the two cases, both points outside or both inside, and `hE` is the equality of the energies. The proof replaces the Mie energy by the Morse energy at ρ and then uses `injOn`, which says that a strictly monotone function takes no value twice. The number s is not required to be positive. When r ≤ r0/e the formula gives s ≤ 0, which means that the Morse wall is too low to turn the atoms back at any positive distance at that energy.

```lean
/-- Let `D, r0, p > 0`. If the Mie well at `r > 0` and the Morse well with `a = p/r0` at `s` have
the same energy, with `r` and `s` strictly on the same side of `r0`, then
`s = r0 + r0 log(r/r0)` and `s < r`. -/
theorem turning_points {D r0 p r s : ℝ} (hD : 0 < D) (h0 : 0 < r0) (hp : 0 < p) (hr : 0 < r)
    (hside : (r0 < r ∧ r0 < s) ∨ (r < r0 ∧ s < r0))
    (hE : mie D r0 p r = morse D r0 (p / r0) s) :
    s = r0 + r0 * Real.log (r / r0) ∧ s < r := by
  obtain ⟨hanti, hmono⟩ := morse_monotone r0 hD (div_pos hp h0)
  rw [mie_eq_morse_log D p h0 hr] at hE
  rcases hside with ⟨h, hs⟩ | ⟨h, hs⟩
  · have hl := mul_pos h0 (Real.log_pos ((one_lt_div h0).2 h))
    have e := hmono.injOn (Set.mem_Ici.2 (by linarith)) (Set.mem_Ici.2 hs.le) hE
    exact ⟨e.symm, e ▸ log_position_lt h0 hr h.ne'⟩
  · have hl := log_position_lt h0 hr h.ne
    have e := hanti.injOn (Set.mem_Iic.2 (by linarith)) (Set.mem_Iic.2 hs.le) hE
    exact ⟨e.symm, e ▸ hl⟩

end

end MorseVersusMie
```

```lean
#print axioms MorseVersusMie.curvature_eq_iff
-- 'MorseVersusMie.curvature_eq_iff' depends on axioms: [propext, Classical.choice, Quot.sound]
#print axioms MorseVersusMie.mie_versus_morse
-- 'MorseVersusMie.mie_versus_morse' depends on axioms: [propext, Classical.choice, Quot.sound]
#print axioms MorseVersusMie.turning_points
-- 'MorseVersusMie.turning_points' depends on axioms: [propext, Classical.choice, Quot.sound]
```
